# Rise and fall of the integrated COOP in a one-orbital chain with overlap

Take a chain with one normalised orbital per site, overlap $S$ between nearest neighbours and no overlap beyond them, and compare two crystal orbitals: all signs equal (wave number $k=0$) and alternating signs ($k=\pi$). Their squared norms per cell are $1+2S$ and $1-2S$, so after normalisation their bond overlap populations are $2S/(1+2S)$ and $-2S/(1-2S)$. For $S=1/4$ these are $1/3$ and $-1$: the antibonding state outweighs the bonding one because its norm is smaller. The pair $k=\pi/3,\ 2\pi/3$ gives $1/5$ and $-1/3$.

## Assumptions in the definitions

Sites $j$ are integers and $k$ is real, in units of the inverse lattice constant. Only on-site and nearest-neighbour overlaps enter, so the Bloch sum with phases $e^{ikj}$ has squared norm per cell $N(k)=1+S(e^{ik}+e^{-ik})=1+2S\cos k$. This is the definition `blochNorm`, not derived from an overlap matrix. The coefficient normalised per cell, `blochCoeff`, is $c_j=e^{ikj}/\sqrt{N(k)}$.

```lean
import Mathlib

open Real Set ComplexConjugate

namespace ChainCOOP

noncomputable section

/-- Overlap norm per cell of the Bloch sum of a one-orbital chain with
nearest-neighbour overlap `S`. -/
def blochNorm (S k : ℝ) : ℝ := 1 + 2 * S * cos k

/-- Coefficient on site `j` of the Bloch orbital, `exp(ikj) / sqrt(1 + 2S cos k)`. -/
def blochCoeff (S k : ℝ) (j : ℤ) : ℂ :=
  Complex.exp (((k * j : ℝ) : ℂ) * Complex.I) / ((√(blochNorm S k) : ℝ) : ℂ)
```

The weight between sites $n$ apart is $w_n(k)=\cos(nk)/N(k)$, the crystal orbital overlap population (COOP), resolved here by wave number and not by energy, is $\mathrm{COOP}(k)=2S\cos k/N(k)$, and $I(q)=\int_0^q\mathrm{COOP}(k)\,dk$, without spin or zone-volume factors.

```lean
/-- Weight of the state `k` between sites `n` apart, `cos(nk) / (1 + 2S cos k)`. -/
def bondWeight (S : ℝ) (n : ℤ) (k : ℝ) : ℝ := cos (n * k) / blochNorm S k

/-- Nearest-neighbour COOP of the state `k`, `2S cos k / (1 + 2S cos k)`. -/
def coop (S k : ℝ) : ℝ := 2 * S * cos k / blochNorm S k

/-- Nearest-neighbour COOP integrated over the states from `k = 0` to `k = q`. -/
def icoop (S q : ℝ) : ℝ := ∫ k in (0 : ℝ)..q, coop S k
```

## Bounded overlap, $|S|<1/2$

Physically, every Bloch sum then has positive norm. By hand, $|S\cos k|\le|S|$ gives $N\ge1-2|S|>0$; `h1`, `h2` and `linarith` take the same steps.

```lean
/-- For `|S| < 1/2` the overlap norm of every Bloch sum is positive. -/
theorem blochNorm_pos {S : ℝ} (hS : |S| < 1 / 2) (k : ℝ) : 0 < blochNorm S k := by
  have h1 : |S * cos k| ≤ |S| := by
    rw [abs_mul]
    exact mul_le_of_le_one_right (abs_nonneg _) (abs_cos_le_one k)
  have h2 := neg_abs_le (S * cos k)
  unfold blochNorm
  linarith
```

Since $\sqrt N\sqrt N=N$ (`hs`, where the hypothesis enters), $\bar c_jc_{j+n}=e^{-ikj}e^{ik(j+n)}/N=e^{ink}/N$ (`h`), whose real part is $w_n$ for every $j$.

```lean
/-- The weight `cos(nk) / (1 + 2S cos k)` is the real part of the product of the
conjugate Bloch coefficient on site `j` and the Bloch coefficient on site `j + n`. -/
theorem bondWeight_eq_bloch {S : ℝ} (hS : |S| < 1 / 2) (k : ℝ) (j n : ℤ) :
    (conj (blochCoeff S k j) * blochCoeff S k (j + n)).re = bondWeight S n k := by
  have hs : ((√(blochNorm S k) : ℝ) : ℂ) * ((√(blochNorm S k) : ℝ) : ℂ)
      = ((blochNorm S k : ℝ) : ℂ) := by
    rw [← Complex.ofReal_mul, Real.mul_self_sqrt (blochNorm_pos hS k).le]
  -- the phases combine to exp(ink), independent of the site
  have h : conj (blochCoeff S k j) * blochCoeff S k (j + n)
      = Complex.exp (((n * k : ℝ) : ℂ) * Complex.I) / ((blochNorm S k : ℝ) : ℂ) := by
    unfold blochCoeff
    rw [map_div₀, Complex.conj_ofReal, ← Complex.exp_conj, map_mul, Complex.conj_ofReal,
      Complex.conj_I, div_mul_div_comm, ← Complex.exp_add, hs]
    congr 2
    push_cast
    ring
  rw [h, Complex.div_ofReal_re, Complex.exp_ofReal_mul_I_re]
  rfl
```

Then $\mathrm{COOP}=2Sw_1$, and the Mulliken sum is $w_0+\mathrm{COOP}=N/N=1$, which uses $N\ne0$ in `div_self`.

```lean
/-- The COOP is `2S` times the first-neighbour weight, and the on-site weight plus the
COOP equals one. -/
theorem coop_sum_rule {S : ℝ} (hS : |S| < 1 / 2) (k : ℝ) :
    coop S k = 2 * S * bondWeight S 1 k ∧ bondWeight S 0 k + coop S k = 1 := by
  constructor
  · unfold coop bondWeight
    rw [Int.cast_one, one_mul, mul_div_assoc]
  · unfold coop bondWeight
    rw [Int.cast_zero, zero_mul, cos_zero, ← add_div]
    exact div_self (blochNorm_pos hS k).ne'
```

A quotient of continuous functions with nonvanishing denominator is continuous, so the fundamental theorem of calculus gives $I'(q)=\mathrm{COOP}(q)$.

```lean
/-- For `|S| < 1/2` the COOP is a continuous function of `k`. -/
theorem continuous_coop {S : ℝ} (hS : |S| < 1 / 2) : Continuous (coop S) := by
  have h1 : Continuous fun k : ℝ => 2 * S * cos k := by fun_prop
  have h2 : Continuous fun k : ℝ => blochNorm S k := by
    unfold blochNorm
    fun_prop
  exact h1.div h2 fun k => (blochNorm_pos hS k).ne'

/-- The derivative of the integrated COOP with respect to `q` is the COOP at `q`. -/
theorem hasDerivAt_icoop {S : ℝ} (hS : |S| < 1 / 2) (q : ℝ) :
    HasDerivAt (icoop S) (coop S q) q := by
  have hc := continuous_coop hS
  exact intervalIntegral.integral_hasDerivAt_right (hc.intervalIntegrable _ _)
    (hc.stronglyMeasurableAtFilter _ _) hc.continuousAt
```

At $S=1/2$ the norm vanishes at $k=\pi$ and the COOP behaves as $-2/(\pi-k)^2$; Lean assigns a non-integrable function the integral $0$, so `icoop` at $\pi$ would not be negative. For $|S|>1/2$ some Bloch sums would have negative norm, which no set of orbitals produces.

## Nonzero overlap and positive range, $S\neq0$ and $q>0$

These say that neighbours overlap and that some states are counted. With $x=2S\cos k$,
$$x-\frac{x}{1+x}=\frac{x^2}{1+x}\ge0,$$
strictly at $k=0$, where $x=2S\ne0$. Both sides are continuous, so integration over $[0,q]$ gives $I(q)<\int_0^q2S\cos k\,dk=2S\sin q$. In Lean, `hI` is the last integral, `div_le_iff₀` clears the denominator, leaving $x\le x(1+x)$ for `nlinarith`, `hS0` supplies `hpos : 0 < S ^ 2`, and `hq` goes to the comparison lemma for integrals. For $S=0$ or $q=0$ both sides vanish, and for $q<0$ the inequality reverses because both sides are odd in $q$.

```lean
/-- For nonzero overlap with `|S| < 1/2` and `q > 0` the integrated COOP lies strictly
below `2S sin q`. -/
theorem icoop_lt_sin {S : ℝ} (hS0 : S ≠ 0) (hS : |S| < 1 / 2) {q : ℝ} (hq : 0 < q) :
    icoop S q < 2 * S * sin q := by
  have hI : ∫ k in (0 : ℝ)..q, 2 * S * cos k = 2 * S * sin q := by
    rw [intervalIntegral.integral_const_mul, integral_cos, sin_zero, sub_zero]
  have h1 : Continuous fun k : ℝ => 2 * S * cos k := by fun_prop
  rw [← hI]
  unfold icoop
  refine intervalIntegral.integral_lt_integral_of_continuousOn_of_le_of_exists_lt hq
    (continuous_coop hS).continuousOn h1.continuousOn ?_ ⟨0, ⟨le_rfl, hq.le⟩, ?_⟩
  · -- x / (1 + x) ≤ x for x = 2S cos k
    intro k _
    show 2 * S * cos k / blochNorm S k ≤ 2 * S * cos k
    rw [div_le_iff₀ (blochNorm_pos hS k)]
    unfold blochNorm
    nlinarith [sq_nonneg (S * cos k)]
  · -- strict at the band edge k = 0
    show 2 * S * cos 0 / blochNorm S 0 < 2 * S * cos 0
    rw [div_lt_iff₀ (blochNorm_pos hS 0)]
    unfold blochNorm
    rw [cos_zero]
    have hpos : 0 < S ^ 2 := by positivity
    nlinarith
```

## Positive overlap, $S>0$

This makes the in-phase state bonding, as for s orbitals. With $S>0$ and $N>0$, $I'$ has the sign of $\cos k$, so $I$ strictly increases on $[0,\pi/2]$ (`StrictMonoOn`) and strictly decreases on $[\pi/2,\pi]$ (`StrictAntiOn`); the bound at $q=\pi$ gives $I(\pi)<2S\sin\pi=0$. The proof checks the derivative on the open intervals, using `h0` in `positivity` and in `mul_neg_of_pos_of_neg`.

```lean
/-- For `0 < S < 1/2` the integrated COOP strictly increases on `[0, π/2]`, strictly
decreases on `[π/2, π]`, and is negative at `q = π`. -/
theorem icoop_rise_fall {S : ℝ} (h0 : 0 < S) (h1 : S < 1 / 2) :
    StrictMonoOn (icoop S) (Icc 0 (π / 2)) ∧ StrictAntiOn (icoop S) (Icc (π / 2) π) ∧
      icoop S π < 0 := by
  have hS : |S| < 1 / 2 := by rwa [abs_of_pos h0]
  have hpi := pi_pos
  have hc : ∀ s : Set ℝ, ContinuousOn (icoop S) s := fun s q _ =>
    (hasDerivAt_icoop hS q).continuousAt.continuousWithinAt
  refine ⟨strictMonoOn_of_deriv_pos (convex_Icc _ _) (hc _) ?_,
    strictAntiOn_of_deriv_neg (convex_Icc _ _) (hc _) ?_, ?_⟩
  · -- bonding states: cos k > 0
    intro k hk
    rw [interior_Icc] at hk
    rw [(hasDerivAt_icoop hS k).deriv]
    have hcos : 0 < cos k := cos_pos_of_mem_Ioo ⟨by linarith [hk.1], hk.2⟩
    exact div_pos (by positivity) (blochNorm_pos hS k)
  · -- antibonding states: cos k < 0
    intro k hk
    rw [interior_Icc] at hk
    rw [(hasDerivAt_icoop hS k).deriv]
    have hcos : cos k < 0 := cos_neg_of_pi_div_two_lt_of_lt hk.1 (by linarith [hk.2])
    exact div_neg_of_neg_of_pos (mul_neg_of_pos_of_neg (by linarith) hcos)
      (blochNorm_pos hS k)
  · have h := icoop_lt_sin h0.ne' hS hpi
    rwa [sin_pi, mul_zero] at h
```

From $I(0)=0$ and the rise, $I>0$ on $(0,\pi/2]$ (`hlow`). As $I(\pi/2)>0>I(\pi)$, `intermediate_value_Ioo'` yields $q_0\in(\pi/2,\pi)$ with $I(q_0)=0$. The strict fall `ha` makes $I$ positive on $[\pi/2,q_0)$ and negative on $(q_0,\pi]$.

```lean
/-- For `0 < S < 1/2` there is a `q₀` in `(π/2, π)` at which the integrated COOP
vanishes; it is positive on `(0, q₀)` and negative on `(q₀, π]`. -/
theorem icoop_crossing {S : ℝ} (h0 : 0 < S) (h1 : S < 1 / 2) :
    ∃ q₀ ∈ Ioo (π / 2) π, icoop S q₀ = 0 ∧ (∀ q ∈ Ioo 0 q₀, 0 < icoop S q) ∧
      ∀ q ∈ Ioc q₀ π, icoop S q < 0 := by
  have hS : |S| < 1 / 2 := by rwa [abs_of_pos h0]
  have hpi := pi_pos
  obtain ⟨hm, ha, hneg⟩ := icoop_rise_fall h0 h1
  have hz : icoop S 0 = 0 := intervalIntegral.integral_same
  have hlow : ∀ q, 0 < q → q ≤ π / 2 → 0 < icoop S q := by
    intro q hq hq'
    have h := hm (a := 0) (b := q) ⟨le_rfl, by linarith⟩ ⟨hq.le, hq'⟩ hq
    rwa [hz] at h
  have hc : ContinuousOn (icoop S) (Icc (π / 2) π) := fun q _ =>
    (hasDerivAt_icoop hS q).continuousAt.continuousWithinAt
  -- intermediate value between the positive maximum and the negative end value
  obtain ⟨q₀, hq₀, hzero⟩ := intermediate_value_Ioo' (by linarith : π / 2 ≤ π) hc
    (⟨hneg, hlow (π / 2) (by linarith) le_rfl⟩ : (0 : ℝ) ∈ Ioo _ _)
  have hmem : q₀ ∈ Icc (π / 2) π := ⟨hq₀.1.le, hq₀.2.le⟩
  refine ⟨q₀, hq₀, hzero, fun q hq => ?_, fun q hq => ?_⟩
  · rcases le_total q (π / 2) with h | h
    · exact hlow q hq.1 h
    · have h' := ha (a := q) (b := q₀) ⟨h, by linarith [hq.2, hq₀.2]⟩ hmem hq.2
      rwa [hzero] at h'
  · have h' := ha (a := q₀) (b := q) hmem ⟨by linarith [hq.1, hq₀.1], hq.2⟩ hq.1
    rwa [hzero] at h'
```

For $-1/2<S<0$ the sign of $I'$ flips, so $I$ falls first and then rises, while `icoop_lt_sin` still applies at $q=\pi$. In this single-band, independent-electron model with $S>0$, filled upward from $k=0$, the overlap population peaks at half filling, $q=\pi/2$, and the full band is net antibonding. Elementary integration, which the file does not carry out, gives $I(\pi)=\pi\,(1-1/\sqrt{1-4S^2})$, about $-0.486$ at $S=1/4$.

## Second neighbours: only $|S|<1/2$

Because $N>0$, $w_2$ has the sign of $\cos2k$: positive on $[0,\pi/4)$, zero at $\pi/4$, negative on $(\pi/4,3\pi/4)$, zero at $3\pi/4$, positive on $(3\pi/4,\pi]$. The sign of $S$ is not used. The five goals place $2k$ in $[0,\pi/2)$, at $\pi/2$, in $(\pi/2,3\pi/2)$, at $3\pi/2$, and in $(3\pi/2,2\pi]$, which `cos_sub_two_pi` shifts to $(-\pi/2,0]$. For $S=1/4$, $w_2$ equals $2/3$, $-1$, $2$ at $k=0,\pi/2,\pi$. The model has no second-neighbour overlap, so $w_2$ is the real part of a product of coefficients and not a COOP.

```lean
/-- The second-neighbour weight is positive on `[0, π/4)`, zero at `π/4`, negative on
`(π/4, 3π/4)`, zero at `3π/4` and positive on `(3π/4, π]`. -/
theorem second_neighbour_sign {S : ℝ} (hS : |S| < 1 / 2) :
    (∀ k ∈ Ico 0 (π / 4), 0 < bondWeight S 2 k) ∧ bondWeight S 2 (π / 4) = 0 ∧
      (∀ k ∈ Ioo (π / 4) (3 * π / 4), bondWeight S 2 k < 0) ∧
      bondWeight S 2 (3 * π / 4) = 0 ∧
      ∀ k ∈ Ioc (3 * π / 4) π, 0 < bondWeight S 2 k := by
  have hpi := pi_pos
  have hw : ∀ k, bondWeight S 2 k = cos (2 * k) / blochNorm S k := fun k => by
    simp [bondWeight]
  refine ⟨fun k hk => ?_, ?_, fun k hk => ?_, ?_, fun k hk => ?_⟩
  · rw [hw]
    exact div_pos (cos_pos_of_mem_Ioo ⟨by linarith [hk.1], by linarith [hk.2]⟩)
      (blochNorm_pos hS k)
  · rw [hw, show 2 * (π / 4) = π / 2 by ring, cos_pi_div_two, zero_div]
  · rw [hw]
    exact div_neg_of_neg_of_pos
      (cos_neg_of_pi_div_two_lt_of_lt (by linarith [hk.1]) (by linarith [hk.2]))
      (blochNorm_pos hS k)
  · rw [hw, show 2 * (3 * π / 4) = π / 2 + π by ring, cos_add_pi, cos_pi_div_two,
      neg_zero, zero_div]
  · -- shift 2k by one period into (-π/2, 0]
    rw [hw, ← cos_sub_two_pi (2 * k)]
    exact div_pos (cos_pos_of_mem_Ioo ⟨by linarith [hk.1], by linarith [hk.2]⟩)
      (blochNorm_pos hS k)

end

end ChainCOOP
```

```lean
#print axioms ChainCOOP.coop_sum_rule
-- 'ChainCOOP.coop_sum_rule' depends on axioms: [propext, Classical.choice, Quot.sound]
#print axioms ChainCOOP.icoop_rise_fall
-- 'ChainCOOP.icoop_rise_fall' depends on axioms: [propext, Classical.choice, Quot.sound]
#print axioms ChainCOOP.icoop_crossing
-- 'ChainCOOP.icoop_crossing' depends on axioms: [propext, Classical.choice, Quot.sound]
#print axioms ChainCOOP.second_neighbour_sign
-- 'ChainCOOP.second_neighbour_sign' depends on axioms: [propext, Classical.choice, Quot.sound]
```

## Energy as the variable

No Hamiltonian appears, so $q$ is a wave number. One could instead add on-site and hopping elements $\alpha$, $\beta$, with band energy $E(k)=(\alpha+2\beta\cos k)/N(k)$, and integrate up to a Fermi energy. The derivative of $E$ with respect to $\cos k$ is $2(\beta-\alpha S)/N^2$, so filling from $k=0$ upward would need the further hypothesis $\beta<\alpha S$, under which the turning point $q=\pi/2$ would become the energy $\alpha$.
